# For a highest-weight vector in finite dimension, the ladder relations make $2j$ a natural number

## Ladder operators and highest-weight vectors

Let $V$ be a complex vector space and let $J_z$, $J_+$, $J_-$ be linear operators on it. In units with $\hbar=1$ they satisfy the ladder relations if

$$[J_z,J_+]=J_+,\qquad [J_z,J_-]=-J_-,\qquad [J_+,J_-]=2J_z .$$

These follow from $[J_x,J_y]=iJ_z$ and its cyclic permutations when $J_\pm=J_x\pm iJ_y$. An eigenvalue of $J_z$ is called a weight. A highest-weight vector of weight $j$ is a nonzero $v$ with $J_+v=0$ and $J_zv=jv$, where $j$ may at first be any complex number. The vectors $J_-^kv$, for $k=0,1,2,\dots$, are the rungs of the ladder below $v$.

The space carries no inner product. Thus $J_-$ is not assumed to be the adjoint of $J_+$, $J_z$ is not assumed to be hermitian, and no argument about positive norms is available.

## Quantization of $j$ as a statement about operators

If $V$ is finite-dimensional and $v$ is a highest-weight vector of weight $j$, then there is a natural number $n$ with

$$2j=n,\qquad J_-^nv\neq0,\qquad J_-^{n+1}v=0 .$$

So $j$ is one of $0,\tfrac12,1,\tfrac32,\dots$, and its reality is a conclusion.

In Lean this is `quantization_of_j`. The operators are elements of `Module.End ℂ V`, the linear maps from $V$ to itself, with `*` as composition. The structure `LadderRelations` holds the three commutators. The hypotheses `hv`, `hp` and `hz` say that $v\ne0$, $J_+v=0$ and $J_zv=jv$. In `2 * j = n` the natural number `n` is read as a complex number.

The highest-weight vector is a hypothesis; its existence is not derived. The theorem does not treat the eigenvalue of $J^2$ or the decomposition of $V$ into multiplets. It also allows half-integer $j$, so the restriction of orbital angular momentum to integers needs further input. An infinite-dimensional state space comes under it only through finite-dimensional subspaces that the three operators map into themselves.

In electronic structure, the total spin operators obey the ladder relations on the finite-dimensional span of the determinants built from finitely many spatial orbitals, each available with both spins, so the spin quantum number $S$ of a highest-weight state there is half a natural number.

## Climbing down and back up

**Weights of the rungs.** We show that $J_zJ_-^kv=(j-k)J_-^kv$. For $k=0$ this is the hypothesis. If it holds for $k$, then $J_zJ_-=J_-J_z-J_-$ gives

$$J_zJ_-^{k+1}v=J_-(J_zJ_-^kv)-J_-^{k+1}v=(j-k-1)J_-^{k+1}v .$$

**Raising a lowered vector.** Next,

$$J_+J_-^{k+1}v=(k+1)(2j-k)\,J_-^kv .$$

For $k=0$, $J_+J_-v=J_-J_+v+2J_zv=2jv$. If the formula holds for $k$, then

$$\begin{aligned}
J_+J_-^{k+2}v&=J_-J_+J_-^{k+1}v+2J_zJ_-^{k+1}v\\
&=\big[(k+1)(2j-k)+2(j-k-1)\big]J_-^{k+1}v\\
&=(k+2)(2j-k-1)\,J_-^{k+1}v .
\end{aligned}$$

**The ladder ends.** Let $d=\dim V$ and suppose that $J_-^kv\ne0$ for all $k=0,\dots,d$. These $d+1$ vectors have distinct weights. In a relation $\sum_i c_iJ_-^iv=0$, apply $\prod_{i\ne m}(J_z-(j-i))$. Only the term with $i=m$ survives, multiplied by $\prod_{i\neq m}(i-m)\ne0$, so $c_m=0$. The vectors are therefore independent, which is impossible for $d+1$ vectors in dimension $d$. Hence $J_-^kv=0$ for some $k\le d$.

**The last rung fixes $j$.** Since $v\neq0$ and some later rung vanishes, there is an $n$ with $J_-^nv\ne0$ and $J_-^{n+1}v=0$. The raising formula at $k=n$ reads

$$0=(n+1)(2j-n)\,J_-^nv .$$

Both $n+1$ and $J_-^nv$ are nonzero, so $2j=n$. The last rung has weight $j-n=-j$.

## The singlet and the doublet

The smallest case is $n=0$: then $j=0$ and $J_-v=0$, a singlet. If $\dim V=1$, this is the only possibility, because all operators commute and the ladder relations make all three vanish.

For $n=1$ the weights are $\pm\tfrac12$. With $v$ and $J_-v$ as basis, the operators act on their span as the usual spin-$\tfrac12$ matrices.

## Every allowed value occurs

For each natural $n$, take basis vectors $e_0,\dots,e_n$ and set

$$J_ze_i=\left(\tfrac n2-i\right)e_i,\qquad J_-e_i=e_{i+1},\qquad J_+e_{i+1}=(i+1)(n-i)e_i,$$

with $J_-e_n=0$ and $J_+e_0=0$. Lowering changes the weight by $-1$ and raising by $+1$, which gives the first two relations. For the third,

$$[J_+,J_-]e_i=\big[(i+1)(n-i)-i(n-i+1)\big]e_i=(n-2i)e_i=2J_ze_i .$$

The vector $e_0$ is a highest-weight vector with $j=n/2$. For $n\ge2$ the basis is not the normalised one of the standard spin matrices, where both ladder operators have the matrix element $\sqrt{(i+1)(n-i)}$ between levels $i$ and $i+1$.

## A ladder without end on polynomials

On the polynomials $\mathbb C[X]$, for any complex $j$, let

$$J_-=X,\qquad J_z=j-X\frac{d}{dX},\qquad J_+=2j\frac{d}{dX}-X\frac{d^2}{dX^2}.$$

On monomials, $J_zX^k=(j-k)X^k$ and $J_+X^k=k(2j-k+1)X^{k-1}$, where the right side is zero for $k=0$. The first two relations follow from the shifts in weight, and the third from

$$(k+1)(2j-k)-k(2j-k+1)=2(j-k).$$

The constant $1$ is a highest-weight vector of weight $j$, yet $J_-^k1=X^k$ is never zero. Without finite dimension, the ladder relations alone therefore put no restriction on $j$.

## The Lean file

```lean
import Mathlib

open Polynomial

namespace QuantizationOfJ

noncomputable section

variable {V : Type*} [AddCommGroup V] [Module ℂ V]

/-- The ladder form of the angular momentum commutation relations (with ħ = 1). -/
structure LadderRelations (Jz Jp Jm : Module.End ℂ V) : Prop where
  z_raise : Jz * Jp - Jp * Jz = Jp
  z_lower : Jz * Jm - Jm * Jz = -Jm
  raise_lower : Jp * Jm - Jm * Jp = (2 : ℂ) • Jz

variable {Jz Jp Jm : Module.End ℂ V} {v : V} {j : ℂ}

/-- If `Jz` multiplies `v` by `j`, then it multiplies the vector obtained by applying `J-` to `v`
`k` times by `j - k`. -/
theorem lowered_weight (h : LadderRelations Jz Jp Jm) (hz : Jz v = j • v) (k : ℕ) :
    Jz ((Jm ^ k) v) = (j - (k : ℂ)) • (Jm ^ k) v := by
  induction k with
  | zero => simp [hz]
  | succ k ih =>
    have c := LinearMap.congr_fun h.z_lower ((Jm ^ k) v)
    simp only [LinearMap.sub_apply, Module.End.mul_apply, LinearMap.neg_apply, ih,
      map_smul] at c
    rw [pow_succ', Module.End.mul_apply]
    push_cast
    linear_combination (norm := module) c

/-- Raising the `(k+1)`-st rung below a highest-weight vector returns the `k`-th rung
times `(k+1)(2j-k)`. -/
theorem raise_lowered (h : LadderRelations Jz Jp Jm) (hp : Jp v = 0) (hz : Jz v = j • v)
    (k : ℕ) :
    Jp ((Jm ^ (k + 1)) v) = (((k : ℂ) + 1) * (2 * j - (k : ℂ))) • (Jm ^ k) v := by
  induction k with
  | zero =>
    have c := LinearMap.congr_fun h.raise_lower v
    simp only [LinearMap.sub_apply, Module.End.mul_apply, LinearMap.smul_apply, hp, hz,
      map_zero] at c
    simp only [zero_add, pow_one, pow_zero, Module.End.one_apply, Nat.cast_zero]
    linear_combination (norm := module) c
  | succ k ih =>
    have e : Jm ((Jm ^ k) v) = (Jm ^ (k + 1)) v := by
      rw [pow_succ', Module.End.mul_apply]
    -- commute `J+` past one `J-`, then use the previous rung
    have c := LinearMap.congr_fun h.raise_lower ((Jm ^ (k + 1)) v)
    simp only [LinearMap.sub_apply, Module.End.mul_apply, LinearMap.smul_apply, ih,
      lowered_weight h hz (k + 1), map_smul, e] at c
    rw [pow_succ' Jm (k + 1), Module.End.mul_apply]
    push_cast at c ⊢
    linear_combination (norm := module) c

/-- In finite dimension, repeated lowering of a `Jz` eigenvector gives zero after at most
`dim V` steps. -/
theorem lowering_terminates [FiniteDimensional ℂ V] (h : LadderRelations Jz Jp Jm)
    (hz : Jz v = j • v) : ∃ k ≤ Module.finrank ℂ V, (Jm ^ k) v = 0 := by
  by_contra! hne
  -- otherwise there are `dim V + 1` eigenvectors with distinct weights
  have inj : Function.Injective
      (fun i : Fin (Module.finrank ℂ V + 1) => j - ((i : ℕ) : ℂ)) := by
    intro a b hab
    have hab' : j - ((a : ℕ) : ℂ) = j - ((b : ℕ) : ℂ) := hab
    exact Fin.ext (Nat.cast_injective (R := ℂ) (by linear_combination -hab'))
  have li : LinearIndependent ℂ
      (fun i : Fin (Module.finrank ℂ V + 1) => (Jm ^ (i : ℕ)) v) :=
    Module.End.eigenvectors_linearIndependent' Jz _ inj _ (fun i =>
      ⟨Module.End.mem_eigenspace_iff.mpr (lowered_weight h hz i), hne i (by omega)⟩)
  have card := li.fintype_card_le_finrank
  rw [Fintype.card_fin] at card
  omega

/-- In any dimension, if the ladder below a highest-weight vector has its last nonzero rung
at step `n`, then `2j = n`. -/
theorem two_j_eq_of_last_rung (h : LadderRelations Jz Jp Jm) (hp : Jp v = 0)
    (hz : Jz v = j • v) {n : ℕ} (hn : (Jm ^ n) v ≠ 0) (hn' : (Jm ^ (n + 1)) v = 0) :
    2 * j = n := by
  have c := raise_lowered h hp hz n
  rw [hn', map_zero] at c
  have c' := (smul_eq_zero.mp c.symm).resolve_right hn
  exact sub_eq_zero.mp ((mul_eq_zero.mp c').resolve_left (Nat.cast_add_one_ne_zero n))

/-- Quantization of `j`: for a highest-weight vector of weight `j` in finite dimension,
`2j` is a natural number `n`, and the `n`-th lowered vector is the last nonzero one. -/
theorem quantization_of_j [FiniteDimensional ℂ V] (h : LadderRelations Jz Jp Jm)
    (hv : v ≠ 0) (hp : Jp v = 0) (hz : Jz v = j • v) :
    ∃ n : ℕ, 2 * j = n ∧ (Jm ^ n) v ≠ 0 ∧ (Jm ^ (n + 1)) v = 0 := by
  obtain ⟨k, -, hk⟩ := lowering_terminates h hz
  -- a nonzero start and a zero later on force a last nonzero rung
  have last : ∃ n : ℕ, (Jm ^ n) v ≠ 0 ∧ (Jm ^ (n + 1)) v = 0 := by
    by_contra! step
    have all : ∀ m : ℕ, (Jm ^ m) v ≠ 0 := by
      intro m
      induction m with
      | zero => simpa using hv
      | succ m ih => exact step m ih
    exact all k hk
  obtain ⟨n, hn, hn'⟩ := last
  exact ⟨n, two_j_eq_of_last_rung h hp hz hn hn', hn, hn'⟩

/-- In finite dimension, the ladder below a highest-weight vector of weight `j` ends at weight `-j`,
after `2j` steps. -/
theorem last_rung_weight [FiniteDimensional ℂ V] (h : LadderRelations Jz Jp Jm)
    (hv : v ≠ 0) (hp : Jp v = 0) (hz : Jz v = j • v) :
    ∃ n : ℕ, 2 * j = n ∧ (Jm ^ n) v ≠ 0 ∧ Jm ((Jm ^ n) v) = 0 ∧
      Jz ((Jm ^ n) v) = (-j) • (Jm ^ n) v := by
  obtain ⟨n, hj, hn, hn'⟩ := quantization_of_j h hv hp hz
  refine ⟨n, hj, hn, ?_, ?_⟩
  · rwa [pow_succ', Module.End.mul_apply] at hn'
  · rw [lowered_weight h hz n, ← hj]
    congr 1
    ring

/-- `Jz` on `n + 1` levels: level `i` has weight `n/2 - i`. -/
def spinZ (n : ℕ) : Module.End ℂ (Fin (n + 1) → ℂ) where
  toFun f i := ((n : ℂ) / 2 - (i.val : ℂ)) * f i
  map_add' f g := by ext i; simp only [Pi.add_apply]; ring
  map_smul' c f := by
    ext i; simp only [Pi.smul_apply, smul_eq_mul, RingHom.id_apply]; ring

/-- `J+` on `n + 1` levels: it moves level `i + 1` to level `i` with factor `(i+1)(n-i)`. -/
def spinRaise (n : ℕ) : Module.End ℂ (Fin (n + 1) → ℂ) where
  toFun f i := if h : i.val + 1 < n + 1 then
    ((i.val : ℂ) + 1) * ((n : ℂ) - (i.val : ℂ)) * f ⟨i.val + 1, h⟩ else 0
  map_add' f g := by ext i; simp only [Pi.add_apply]; split_ifs <;> ring
  map_smul' c f := by
    ext i; simp only [Pi.smul_apply, smul_eq_mul, RingHom.id_apply]; split_ifs <;> ring

/-- `J-` on `n + 1` levels: it moves level `i` to level `i + 1` and sends the last level, `n`, to
zero. -/
def spinLower (n : ℕ) : Module.End ℂ (Fin (n + 1) → ℂ) where
  toFun f i := if 0 < i.val then f ⟨i.val - 1, by omega⟩ else 0
  map_add' f g := by ext i; simp only [Pi.add_apply]; split_ifs <;> ring
  map_smul' c f := by
    ext i; simp only [Pi.smul_apply, smul_eq_mul, RingHom.id_apply]; split_ifs <;> ring

/-- The state with amplitude one on level `0` and zero elsewhere. -/
def spinTop (n : ℕ) : Fin (n + 1) → ℂ := fun i => if i.val = 0 then 1 else 0

/-- For every natural `n`, the operators on `n + 1` levels obey the ladder relations and
have a highest-weight vector of weight `n/2`. -/
theorem quantization_of_j_witness (n : ℕ) :
    LadderRelations (spinZ n) (spinRaise n) (spinLower n) ∧ spinTop n ≠ 0 ∧
      spinRaise n (spinTop n) = 0 ∧ spinZ n (spinTop n) = ((n : ℂ) / 2) • spinTop n := by
  refine ⟨⟨?_, ?_, ?_⟩, ?_, ?_, ?_⟩
  · refine LinearMap.ext fun f => funext fun ⟨k, hk⟩ => ?_
    simp only [LinearMap.sub_apply, Module.End.mul_apply, Pi.sub_apply, spinZ, spinRaise,
      LinearMap.coe_mk, AddHom.coe_mk]
    split_ifs <;> push_cast <;> ring
  · refine LinearMap.ext fun f => funext fun ⟨k, hk⟩ => ?_
    simp only [LinearMap.sub_apply, Module.End.mul_apply, Pi.sub_apply, LinearMap.neg_apply,
      Pi.neg_apply, spinZ, spinLower, LinearMap.coe_mk, AddHom.coe_mk]
    rcases k with _ | k <;> split_ifs <;>
      first
      | (exfalso; omega)
      | (try simp only [Nat.add_sub_cancel]
         push_cast
         ring)
  · refine LinearMap.ext fun f => funext fun ⟨k, hk⟩ => ?_
    simp only [LinearMap.sub_apply, Module.End.mul_apply, Pi.sub_apply, LinearMap.smul_apply,
      Pi.smul_apply, smul_eq_mul, spinZ, spinRaise, spinLower, LinearMap.coe_mk,
      AddHom.coe_mk]
    -- on the lowest level `k = n` the raising factor vanishes
    have hkn : k < n ∨ (n : ℂ) = (k : ℂ) := by
      rcases Nat.lt_or_ge k n with h | h
      · exact Or.inl h
      · exact Or.inr (by exact_mod_cast (by omega : n = k))
    rcases k with _ | k <;> rcases hkn with hkn | hkn <;> split_ifs <;>
      first
      | (exfalso; omega)
      | (try simp only [Nat.add_sub_cancel]
         push_cast
         ring1)
      | (try simp only [Nat.add_sub_cancel]
         rw [hkn]
         push_cast
         ring1)
  · intro h0
    have := congrFun h0 ⟨0, by omega⟩
    simp [spinTop] at this
  · refine funext fun ⟨k, hk⟩ => ?_
    simp [spinRaise, spinTop]
  · refine funext fun ⟨k, hk⟩ => ?_
    by_cases h : k = 0 <;> simp [spinZ, spinTop, h]

/-- `Jz = j - X d/dX` on polynomials. -/
def polyZ (j : ℂ) : Module.End ℂ ℂ[X] :=
  j • LinearMap.id - LinearMap.mulLeft ℂ X ∘ₗ derivative

/-- `J+ = 2j d/dX - X d²/dX²` on polynomials. -/
def polyRaise (j : ℂ) : Module.End ℂ ℂ[X] :=
  (2 * j) • derivative - LinearMap.mulLeft ℂ X ∘ₗ derivative ∘ₗ derivative

/-- `J-` on polynomials is multiplication by `X`. -/
def polyLower : Module.End ℂ ℂ[X] := LinearMap.mulLeft ℂ X

/-- For every complex `j`, the operators `polyZ j`, `polyRaise j` and `polyLower` on polynomials
obey the ladder relations, the constant `1` is a highest-weight vector of weight `j` for them, and
lowering it never gives zero. -/
theorem no_quantization_on_polynomials (j : ℂ) :
    LadderRelations (polyZ j) (polyRaise j) polyLower ∧ polyRaise j 1 = 0 ∧
      polyZ j 1 = j • (1 : ℂ[X]) ∧ ∀ k : ℕ, (polyLower ^ k) 1 ≠ 0 := by
  have h2 : (C (2 : ℂ) : ℂ[X]) = 2 := map_ofNat C 2
  refine ⟨⟨?_, ?_, ?_⟩, by simp [polyRaise], by simp [polyZ], fun k => ?_⟩
  iterate 3
    · refine LinearMap.ext fun p => ?_
      simp only [polyZ, polyRaise, polyLower, LinearMap.sub_apply, LinearMap.neg_apply,
        LinearMap.smul_apply, LinearMap.comp_apply, LinearMap.id_apply, Module.End.mul_apply,
        LinearMap.mulLeft_apply, smul_eq_C_mul, C_mul, h2, derivative_mul, derivative_X,
        derivative_C, derivative_add, derivative_sub, derivative_one, derivative_zero,
        derivative_ofNat]
      ring
  · have e : (polyLower ^ k) 1 = (X : ℂ[X]) ^ k := by
      induction k with
      | zero => simp
      | succ k ih =>
        rw [pow_succ', Module.End.mul_apply, ih]
        exact (pow_succ' X k).symm
    rw [e]
    exact pow_ne_zero k X_ne_zero

end

end QuantizationOfJ
```

```lean
#print axioms QuantizationOfJ.last_rung_weight
-- 'QuantizationOfJ.last_rung_weight' depends on axioms: [propext, Classical.choice, Quot.sound]
#print axioms QuantizationOfJ.no_quantization_on_polynomials
-- 'QuantizationOfJ.no_quantization_on_polynomials' depends on axioms: [propext, Classical.choice, Quot.sound]
```

## How the proof follows the derivation

`lowered_weight` and `raise_lowered` are the two inductions. In each, `LinearMap.congr_fun` applies a commutator, which is an equation between operators, to a particular rung. The induction hypothesis is then inserted, and `linear_combination (norm := module)` collects the scalar coefficients, which is the algebra in the square brackets above.

`lowering_terminates` argues by contradiction. The statement `inj` says that the weights $j-i$ for $i=0,\dots,d$ are distinct. Mathlib's `Module.End.eigenvectors_linearIndependent'` then takes the place of the product of operators used above, and comparing the number of vectors with the dimension gives the contradiction. This lemma does not need $J_+v=0$.

`two_j_eq_of_last_rung` evaluates the raising formula at the last nonzero rung and cancels the two nonzero factors. It has no dimension hypothesis: wherever a ladder ends, $2j$ is the number of its last rung.

`quantization_of_j` joins the two results. To find the last rung, it supposes that every nonzero rung is followed by another nonzero one. Induction from $v\ne0$ then makes all rungs nonzero, against termination. `last_rung_weight` adds that $J_-$ annihilates the last rung and that its weight is $-j$.

`quantization_of_j_witness` checks the matrices component by component. Its operators act on amplitudes, so `spinLower` gives level $i$ the amplitude previously on level $i-1$, which is the map $e_{i-1}\mapsto e_i$. The case distinction `hkn` isolates the lowest level, where the factor $n-k$ vanishes. `no_quantization_on_polynomials` proves the commutators for an arbitrary polynomial with the product rule, where the derivation above used monomials, and an induction identifies the rungs with $X^k$.

## Starting from the bottom

The same argument applies to a nonzero $v$ with $J_-v=0$ and $J_zv=jv$. The ladder relations are preserved when $(J_z,J_+,J_-)$ is replaced by $(-J_z,J_-,J_+)$, and for the new operators $v$ is a highest-weight vector of weight $-j$. In finite dimension this gives $-2j=n$ for a natural $n$, with $J_+^nv\neq0$ and $J_+^{n+1}v=0$.
